# For a finite flow conserved between reactants and products, the net flux is the same through every dividing surface

Q: Let me start with three states in a row. State 0 is the reactant, state 2 is the product, and state 1 lies between them. Per unit time, 1 + r units flow from 0 to 1, r units flow back from 1 to 0, and 1 unit flows from 1 to 2. I can put the dividing surface before state 1 or after it. Why should the two positions give the same flux?

A: Count forward minus backward crossings. Before state 1 the net flux is

(1 + r) − r = 1,

and after state 1 it is

1 − 0 = 1.

State 1 receives 1 + r and gives away r + 1. Moving the surface across it changes the net flux by its outflow minus its inflow, which is zero. The one-way fluxes, 1 + r and 1, do depend on the position unless r = 0.

Q: That is a chain. A real kinetic network has branches, loops and direct jumps from reactant to product. Can you do it in general?

A: Yes. Let f(i,j) be the flow from state i to state j on a finite set of states. Let A be the set of reactant states and B the set of product states. A dividing surface is the boundary of a set S that contains A and has no state in common with B; Sᶜ is the complement of S. Write F(S,T) for the sum of f(i,j) over i in S and j in T. The net flux out of S and the net outflow of a state i are

J(S) = F(S,Sᶜ) − F(Sᶜ,S),

g(i) = Σⱼ f(i,j) − Σⱼ f(j,i).

Now add up the outflows of all states in S, and then their inflows, separating partners inside S from partners outside:

Σ_{i∈S} Σⱼ f(i,j) = F(S,S) + F(S,Sᶜ),

Σ_{i∈S} Σⱼ f(j,i) = F(S,S) + F(Sᶜ,S).

Subtracting, the internal flows F(S,S) cancel, and

J(S) = Σ_{i∈S} g(i).

This is a discrete Gauss law. If inflow equals outflow at every state outside A and B, then g(i) = 0 for every state of S that is not in A, because such a state is not in B either. Hence

J(S) = Σ_{i∈A} g(i).

The right-hand side does not contain S, so every dividing surface gives the same value. Branches, loops and direct jumps are all covered, since nothing was assumed about which flows are nonzero.

Q: Then show me how this is written in Lean. I want to see whether the definitions mean what you say.

A: The states form a finite type `V` with decidable equality, and regions are finite sets of states.

```lean
import Mathlib

open Finset

namespace ReactiveFluxDividingSurface

variable {V : Type*} [Fintype V] [DecidableEq V]
```

The one-way flow F(S,T) is `crossing f S T`. The first argument of `f` is the state that the flow leaves, and the second is the state that it enters.

```lean
/-- The total one-way flow from the states in `S` to the states in `T`. -/
def crossing {V : Type*} (f : V → V → ℝ) (S T : Finset V) : ℝ :=
  ∑ i ∈ S, ∑ j ∈ T, f i j
```

The net flux J(S) is `netFlux f S`, with flow from S to its complement counted as positive.

```lean
/-- The net flux out of `S`: forward minus backward crossings between `S` and its complement. -/
def netFlux (f : V → V → ℝ) (S : Finset V) : ℝ :=
  crossing f S Sᶜ - crossing f Sᶜ S
```

The net outflow g(i) is `netOutflow f i`. A diagonal entry f(i,i) appears once in the outflow and once in the inflow, so it has no effect.

```lean
/-- The net outflow of a single state: total outflow minus total inflow. -/
def netOutflow {V : Type*} [Fintype V] (f : V → V → ℝ) (i : V) : ℝ :=
  ∑ j, f i j - ∑ j, f j i
```

Q: And the physics of the steady state?

A: It enters through one hypothesis.

```lean
/-- Inflow equals outflow at every state outside the reactant set `A` and the product set `B`. -/
def IsConserved {V : Type*} [Fintype V] (f : V → V → ℝ) (A B : Finset V) : Prop :=
  ∀ i, i ∉ A → i ∉ B → ∑ j, f j i = ∑ j, f i j
```

`IsConserved f A B` says that no intermediate state accumulates or loses population. The case of interest is a steady state in which reactants are supplied in A and products are removed in B. A closed steady state, with inflow equal to outflow at every state, satisfies the condition too, but its net flux is zero. The condition is assumed of `f`; it is not derived from a master equation or from the dynamics of a molecule.

Q: A dividing surface in phase space is a hypersurface. Yours is a set of states.

A: It is the set on the reactant side, and the surface is its boundary.

```lean
/-- The boundary of `S` separates reactants from products: `S` contains `A` and avoids `B`. -/
def IsDividing {V : Type*} (A B S : Finset V) : Prop :=
  A ⊆ S ∧ Disjoint S B
```

The definition asks for nothing else: S need not be connected, and it need not follow a reaction coordinate. Whether A and B are disjoint is not asked separately, because a set that contains A and avoids B can exist only if they are.

Q: So what exactly is proved about continuous phase space?

A: Nothing. The states are finite in number, and there is no Hamiltonian, no velocity through a surface and no time variable. In rate theory, "reactive flux" often refers to a time correlation function whose plateau gives a rate constant. The flux here is a stationary current between discrete states, and neither a plateau nor a transmission coefficient is defined.

Q: Fair enough. Does the Lean proof follow your derivation, or does it take some other route?

A: It follows it closely. The Gauss law comes first, and it needs no conservation.

```lean
/-- Discrete Gauss law: the net flux out of a region is the sum of the net outflows of
its states. -/
theorem netFlux_eq_sum_netOutflow (f : V → V → ℝ) (S : Finset V) :
    netFlux f S = ∑ i ∈ S, netOutflow f i := by
  -- split the outflow and the inflow into an internal part and a part across the boundary
  have h1 : ∑ i ∈ S, ∑ j, f i j = crossing f S S + crossing f S Sᶜ := by
    unfold crossing
    rw [← Finset.sum_add_distrib]
    exact Finset.sum_congr rfl fun i _ => (Finset.sum_add_sum_compl S (fun j => f i j)).symm
  have h2 : ∑ i ∈ S, ∑ j, f j i = crossing f S S + crossing f Sᶜ S := by
    rw [Finset.sum_comm]
    exact (Finset.sum_add_sum_compl S (fun j => ∑ i ∈ S, f j i)).symm
  -- the internal parts cancel
  unfold netFlux netOutflow
  rw [Finset.sum_sub_distrib, h1, h2]
  ring
```

The facts `h1` and `h2` are the two sums above, for outflow and inflow. Both use `Finset.sum_add_sum_compl`, which splits a sum over all states into the part over S and the part over its complement. For the inflow, `Finset.sum_comm` first exchanges the order of summation, so that the split acts on the state from which the flow comes. After substitution, `ring` cancels the internal part.

Conservation then removes the intermediate states.

```lean
/-- For a conserved flow, the net flux through a dividing surface equals the total net outflow
of the reactant states. -/
theorem netFlux_eq_production {f : V → V → ℝ} {A B S : Finset V}
    (hf : IsConserved f A B) (hS : IsDividing A B S) :
    netFlux f S = ∑ i ∈ A, netOutflow f i := by
  rw [netFlux_eq_sum_netOutflow]
  refine (Finset.sum_subset hS.1 fun i hiS hiA => ?_).symm
  -- intermediate states neither produce nor absorb
  have h := hf i hiA (Finset.disjoint_left.mp hS.2 hiS)
  unfold netOutflow
  linarith
```

`Finset.sum_subset` says that the sum over A equals the sum over the larger set S if every additional term vanishes. An additional state is in S but not in A. Since S avoids B, the hypothesis `hf` applies to it, and its net outflow is zero.

Q: And the independence itself?

A: It takes one line, because both fluxes equal the same production in A.

```lean
/-- The net flux is independent of the dividing surface: for a conserved flow, any two regions that
contain `A` and avoid `B` have the same net flux to their complements. -/
theorem netFlux_independent_of_surface {f : V → V → ℝ} {A B S T : Finset V}
    (hf : IsConserved f A B) (hS : IsDividing A B S) (hT : IsDividing A B T) :
    netFlux f S = netFlux f T := by
  rw [netFlux_eq_production hf hS, netFlux_eq_production hf hT]
```

In words: if `f` is conserved outside A and B, and S and T both contain A and avoid B, then their net fluxes are equal. The entries of `f` may be any real numbers, so the theorem also holds for an antisymmetric matrix of net currents, although `netFlux` then counts every current twice. S and T need not be nested, so the two surfaces may cross each other.

Q: You have tied the flux to what A produces. An experimentalist may measure what arrives in B. Is that the same number?

A: It is. Every flow leaves one state and enters one state, so the net outflows of all states add up to zero:

Σᵢ g(i) = 0.

The net outflow of S is therefore minus that of its complement. The complement contains B, and its other states are intermediate and contribute nothing. This gives

J(S) = −Σ_{i∈B} g(i).

```lean
/-- For a conserved flow, the net flux through a dividing surface equals the total net inflow
of the product states. -/
theorem netFlux_eq_absorption {f : V → V → ℝ} {A B S : Finset V}
    (hf : IsConserved f A B) (hS : IsDividing A B S) :
    netFlux f S = -∑ i ∈ B, netOutflow f i := by
  -- every flow is counted once as outflow and once as inflow, so the total net outflow is zero
  have htot : ∑ i, netOutflow f i = 0 := by
    unfold netOutflow
    rw [Finset.sum_sub_distrib, sub_eq_zero]
    exact Finset.sum_comm
  have hB : ∑ i ∈ B, netOutflow f i = ∑ i ∈ Sᶜ, netOutflow f i := by
    refine Finset.sum_subset (fun i hi => ?_) fun i hiS hiB => ?_
    · exact Finset.mem_compl.mpr fun h => Finset.disjoint_left.mp hS.2 h hi
    · have h := hf i (fun hA => Finset.mem_compl.mp hiS (hS.1 hA)) hiB
      unfold netOutflow
      linarith
  have hsplit := Finset.sum_add_sum_compl S (fun i => netOutflow f i)
  rw [netFlux_eq_sum_netOutflow, hB]
  linarith
```

In the proof, `htot` is the vanishing total, again by exchanging the order of summation. The fact `hB` extends the sum from B to the complement of S, and `hsplit` divides the total between S and its complement. The final `linarith` combines them.

Q: I still suspect that conservation at every single intermediate state is more than you need. Perhaps the imbalances could compensate one another.

A: They could for one particular pair of surfaces, but not for all of them. Suppose A and B are disjoint and every dividing surface carries the same net flux. Take any state i outside A and B. Both A and A ∪ {i} are then admissible regions, and the Gauss law gives

J(A ∪ {i}) − J(A) = g(i).

The left-hand side is zero by assumption, so inflow equals outflow at i.

```lean
/-- Converse: if `A` and `B` are disjoint and all dividing surfaces carry the same net flux,
then inflow equals outflow at every state outside `A` and `B`. -/
theorem isConserved_of_surface_independence {f : V → V → ℝ} {A B : Finset V}
    (hAB : Disjoint A B)
    (h : ∀ S T, IsDividing A B S → IsDividing A B T → netFlux f S = netFlux f T) :
    IsConserved f A B := by
  intro i hiA hiB
  -- move the surface across the single state `i`
  have hflux := h (insert i A) A
    ⟨Finset.subset_insert i A, Finset.disjoint_insert_left.mpr ⟨hiB, hAB⟩⟩
    ⟨Finset.Subset.refl A, hAB⟩
  rw [netFlux_eq_sum_netOutflow, netFlux_eq_sum_netOutflow, Finset.sum_insert hiA] at hflux
  have h0 : netOutflow f i = 0 := by linarith
  unfold netOutflow at h0
  linarith
```

Here the disjointness of A and B has to be assumed. Without it there would be no dividing surfaces, the assumption about them would be empty, and nothing would follow about the intermediate states. The proof applies `h` to `insert i A` and `A`, rewrites both fluxes with the Gauss law, and uses `Finset.sum_insert` to isolate the term for i. For disjoint A and B, then, conservation and independence of the surface are equivalent.

Q: Transition state theory counts one-way crossings, and there the choice of surface matters a great deal. Where does that show up?

A: In an inequality that needs one more hypothesis, that all flows are nonnegative. For two dividing surfaces S and T,

J(S) = J(T) = F(T,Tᶜ) − F(Tᶜ,T) ≤ F(T,Tᶜ).

The first equality is independence of the surface, and the last step drops a backward flow that cannot be negative.

```lean
/-- Upper bound: for a conserved flow with nonnegative entries, and any two regions `S` and `T` that
contain `A` and avoid `B`, the net flux out of `S` is at most the one-way flow from `T` to its
complement. -/
theorem netFlux_le_oneWay {f : V → V → ℝ} {A B S T : Finset V}
    (hpos : ∀ i j, 0 ≤ f i j) (hf : IsConserved f A B)
    (hS : IsDividing A B S) (hT : IsDividing A B T) :
    netFlux f S ≤ crossing f T Tᶜ := by
  rw [netFlux_independent_of_surface hf hS hT]
  -- dropping the backward crossings can only increase the flux
  have hback : 0 ≤ crossing f Tᶜ T :=
    Finset.sum_nonneg fun i _ => Finset.sum_nonneg fun j _ => hpos i j
  unfold netFlux
  linarith
```

The fact `hback` states that the backward flow is nonnegative, and `linarith` finishes. Every forward one-way flux, from the reactant side to the product side, is thus an upper bound on the common net flux, and lowering it by a better choice of T can only improve the estimate.

Q: So you have proved the variational principle of transition state theory?

A: Only an inequality of the same form, for a stationary flow on finitely many states. Transition state theory evaluates the one-way flux in an equilibrium ensemble. Here both sides of the inequality are computed from the same steady flow `f`, and no equilibrium distribution occurs.

Q: Let me return to my three states. Are they in the file, or is the general theorem left without an example?

A: They are there, with the backward flow r as a parameter.

```lean
/-- A flow on the chain 0, 1, 2 with `1 + r` from 0 to 1, `r` back from 1 to 0,
and 1 from 1 to 2. -/
def recrossingFlow (r : ℝ) : Fin 3 → Fin 3 → ℝ :=
  ![![0, 1 + r, 0], ![r, 0, 1], ![0, 0, 0]]
```

Row i of the matrix lists the flows that leave state i. The first row, for instance, sends 1 + r to state 1 and nothing to state 2.

```lean
/-- The three-state flow with parameter `r` is conserved at the middle state and has net flux 1 out
of `{0}` and out of `{0, 1}`, while the one-way flows from these sets to their complements are `1 +
r` and 1. -/
theorem recrossingFlow_witness (r : ℝ) :
    IsConserved (recrossingFlow r) {0} {2} ∧
    netFlux (recrossingFlow r) {0} = 1 ∧
    netFlux (recrossingFlow r) {0, 1} = 1 ∧
    crossing (recrossingFlow r) {0} {0}ᶜ = 1 + r ∧
    crossing (recrossingFlow r) {0, 1} {0, 1}ᶜ = 1 := by
  have hmid : ∀ i : Fin 3, i ∉ ({0} : Finset (Fin 3)) → i ∉ ({2} : Finset (Fin 3)) → i = 1 := by
    decide
  have c0 : ({0} : Finset (Fin 3))ᶜ = {1, 2} := by decide
  have c1 : ({0, 1} : Finset (Fin 3))ᶜ = {2} := by decide
  refine ⟨fun i h0 h2 => ?_, ?_, ?_, ?_, ?_⟩
  · rw [hmid i h0 h2]
    simp [recrossingFlow, Fin.sum_univ_three, add_comm]
  · rw [netFlux, c0]
    simp [crossing, recrossingFlow]
  · rw [netFlux, c1]
    simp [crossing, recrossingFlow]
  · rw [c0]
    simp [crossing, recrossingFlow]
  · rw [c1]
    simp [crossing, recrossingFlow]

end ReactiveFluxDividingSurface
```

The theorem confirms the numbers we started from: conservation at the middle state, net flux 1 out of {0} and out of {0, 1}, and one-way fluxes 1 + r and 1. In the proof, `hmid` identifies state 1 as the only intermediate state, `c0` and `c1` list the two complements, and `simp` evaluates the finite sums.

Q: The parameter r is any real number. What does a negative r mean?

A: As a one-way flow it has no meaning, but it shows what nonnegativity does. For r = −1/2 the net flux is still 1, while the one-way flux out of {0} is only 1/2, so the upper bound fails. For r ≥ 0 the bound holds at both surfaces, and it is attained at the second, where nothing flows back.

Q: And what should I take from this when I analyse a simulation?

A: If you have reduced the dynamics to a finite-state kinetic model and its steady flows are conserved between reactants and products, you may evaluate the net flux at whichever dividing surface is convenient. A forward one-way count does not in general have this freedom: it exceeds the net flux by whatever flows back through the surface at which you count, and that backward flow can differ from surface to surface.

```lean
#print axioms ReactiveFluxDividingSurface.netFlux_eq_production
#print axioms ReactiveFluxDividingSurface.netFlux_eq_absorption
#print axioms ReactiveFluxDividingSurface.isConserved_of_surface_independence
#print axioms ReactiveFluxDividingSurface.netFlux_le_oneWay
```

```
'ReactiveFluxDividingSurface.netFlux_eq_production' depends on axioms: [propext, Classical.choice, Quot.sound]
'ReactiveFluxDividingSurface.netFlux_eq_absorption' depends on axioms: [propext, Classical.choice, Quot.sound]
'ReactiveFluxDividingSurface.isConserved_of_surface_independence' depends on axioms: [propext, Classical.choice, Quot.sound]
'ReactiveFluxDividingSurface.netFlux_le_oneWay' depends on axioms: [propext, Classical.choice, Quot.sound]
```
